# Multilevel bisection obeys detailed balance between paths of equal coarsest weight

## Level weights and acceptances

Let $X$ be the set of paths and $s,s'\in X$. Write $w_k(s)>0$ for the weight of $s$ at level $k$, with $k=0$ the coarsest level and $k=n$ the finest. In a bisection move, $w_k(s)$ does not depend on the beads of levels finer than $k$. The step from level $k$ to $k+1$ has a proposal factor $T_k(s,s')>0$, with the current path first. Steps are numbered from zero, and their acceptance is

$$A_k(s,s')=\min\left(1,\frac{T_k(s',s)\,w_{k+1}(s')\,w_k(s)}{T_k(s,s')\,w_{k+1}(s)\,w_k(s')}\right).$$

The probability of proposing $s'$ and passing every level is $M_n(s,s')=\prod_{k=0}^{n-1}T_k(s,s')A_k(s,s')$. If $w_0(s)=w_0(s')$, then

$$w_n(s)M_n(s,s')=w_n(s')M_n(s',s).$$

## Early rejection in path-integral codes

A path-integral Monte Carlo code can abandon a bisection move at a coarse level, before it has built the finer beads. The identity shows that these early rejections preserve balance for the finest weight, provided that the coarsest weights agree. This is the case when $w_0$ depends only on the fixed end beads and a fixed permutation. If the permutation changes as well, $w_0$ can differ between the two paths, and the move as defined here is then not balanced. One remedy is to put an extra level in front, which proposes the permutation and starts from a constant weight.

## Cancelling the intermediate weights

Set $a=T_k(s,s')w_{k+1}(s)w_k(s')$ and $b=T_k(s',s)w_{k+1}(s')w_k(s)$. Then $A_k(s,s')=\min(1,b/a)$, so $aA_k(s,s')=\min(a,b)$. Likewise $bA_k(s',s)=\min(b,a)$. With $P_k=T_kA_k$, equality of the two minima reads

$$w_{k+1}(s)w_k(s')P_k(s,s')=w_{k+1}(s')w_k(s)P_k(s',s).$$

Induction on $n$ now gives

$$w_n(s)w_0(s')M_n(s,s')=w_n(s')w_0(s)M_n(s',s).$$

For $n=0$ both products are empty and the two sides agree. For the step, multiply this relation by the level balance at $k=n$ and cancel $w_n(s)w_n(s')$; the result is the relation for $n+1$. Equal coarsest weights then cancel, which leaves detailed balance.

Conversely, suppose that detailed balance holds. Substituting it into the telescoped relation gives $w_n(s')M_n(s',s)w_0(s')=w_n(s')M_n(s',s)w_0(s)$. The common factor is positive, so $w_0(s)=w_0(s')$.

On a finite $X$, let $K(s,s')=M_n(s,s')$ for $s'\ne s$, and put the remaining probability on the diagonal, so each row sums to one. Since $A_k\le1$, the entries are nonnegative if $\sum_u\prod_kT_k(s,u)\le1$. If all paths share $w_0$, then

$$\sum_s w_n(s)K(s,s')=w_n(s')\sum_sK(s',s)=w_n(s').$$

For heat-bath proposals $T_k(s,s')=w_{k+1}(s')/(Z(s')w_k(s'))$, where $Z(s')>0$ is the sum of $w_{k+1}/w_k$ over the positions of the beads placed at this level, with the coarser beads of $s'$ held fixed, the weights cancel in the acceptance and $A_k(s,s')=\min(1,Z(s')/Z(s))$.

## Two levels with numbers

Take $n=2$, with $(w_0,w_1,w_2)=(1,2,3)$ for $s$ and $(1,1,4)$ for $s'$. Let $T_0(s,s')=\tfrac12$, $T_0(s',s)=\tfrac14$, and let $T_1=\tfrac12$ both ways. The forward acceptances are $\tfrac14$ and $1$; the reverse ones are $1$ and $\tfrac38$. Both fluxes are equal:

$$3\cdot\tfrac12\cdot\tfrac14\cdot\tfrac12\cdot1=\tfrac3{16}=4\cdot\tfrac14\cdot1\cdot\tfrac12\cdot\tfrac38.$$

## The Lean file

```lean
import Mathlib

open Finset

namespace MultilevelBisection

noncomputable section

variable {X : Type*}

/-- Acceptance probability of the step from level `k` to level `k + 1` when the path `s` is to be
replaced by `s'`, with level weights `w` and proposal factors `T`. -/
def levelAcceptance (w : ℕ → X → ℝ) (T : ℕ → X → X → ℝ) (k : ℕ) (s s' : X) : ℝ :=
  min 1 (T k s' s * w (k + 1) s' * w k s / (T k s s' * w (k + 1) s * w k s'))

/-- Probability that `s'` is proposed from `s` and accepted at each of the first `n` steps. -/
def moveProbability (w : ℕ → X → ℝ) (T : ℕ → X → X → ℝ) (n : ℕ) (s s' : X) : ℝ :=
  ∏ k ∈ range n, T k s s' * levelAcceptance w T k s s'

/-- Transition kernel of the whole `n`-level move: a rejection at any level leaves the path `s`
unchanged. -/
def kernel [Fintype X] [DecidableEq X] (w : ℕ → X → ℝ) (T : ℕ → X → X → ℝ) (n : ℕ)
    (s s' : X) : ℝ :=
  if s' = s then 1 - ∑ u ∈ univ.erase s, moveProbability w T n s u
  else moveProbability w T n s s'

/-- The Metropolis factor reduces a forward flux `a` to the smaller of the forward and backward
fluxes. -/
theorem metropolis_flux {a : ℝ} (b : ℝ) (ha : 0 < a) : a * min 1 (b / a) = min a b := by
  have h : a * (b / a) = b := by field_simp
  rw [mul_min_of_nonneg _ _ ha.le, mul_one, h]

/-- Balance at a single level: forward and backward fluxes agree when each path is weighted by its
ratio of new to old level weight (written without denominators). -/
theorem level_balance {w : ℕ → X → ℝ} {T : ℕ → X → X → ℝ}
    (hw : ∀ k s, 0 < w k s) (hT : ∀ k s s', 0 < T k s s') (k : ℕ) (s s' : X) :
    w (k + 1) s * w k s' * (T k s s' * levelAcceptance w T k s s') =
      w (k + 1) s' * w k s * (T k s' s * levelAcceptance w T k s' s) := by
  have ha : 0 < T k s s' * w (k + 1) s * w k s' :=
    mul_pos (mul_pos (hT k s s') (hw (k + 1) s)) (hw k s')
  have hb : 0 < T k s' s * w (k + 1) s' * w k s :=
    mul_pos (mul_pos (hT k s' s) (hw (k + 1) s')) (hw k s)
  have h1 := metropolis_flux (T k s' s * w (k + 1) s' * w k s) ha
  have h2 := metropolis_flux (T k s s' * w (k + 1) s * w k s') hb
  have h3 := min_comm (T k s s' * w (k + 1) s * w k s') (T k s' s * w (k + 1) s' * w k s)
  unfold levelAcceptance
  linear_combination h1 - h2 + h3

/-- Over `n` levels the intermediate weights cancel, and only the finest and the coarsest weights
remain in the balance relation. -/
theorem telescoped_balance {w : ℕ → X → ℝ} {T : ℕ → X → X → ℝ}
    (hw : ∀ k s, 0 < w k s) (hT : ∀ k s s', 0 < T k s s') (n : ℕ) (s s' : X) :
    w n s * w 0 s' * moveProbability w T n s s' =
      w n s' * w 0 s * moveProbability w T n s' s := by
  induction n with
  | zero =>
    simp only [moveProbability, range_zero, prod_empty]
    ring
  | succ n ih =>
    have hl := level_balance hw hT n s s'
    unfold moveProbability at ih ⊢
    rw [prod_range_succ, prod_range_succ]
    -- multiply by the two weights of level `n`, which then cancel
    apply mul_left_cancel₀ (mul_pos (hw n s) (hw n s')).ne'
    linear_combination
      (w (n + 1) s * w n s' * (T n s s' * levelAcceptance w T n s s')) * ih +
      (w n s' * w 0 s * ∏ k ∈ range n, T k s' s * levelAcceptance w T k s' s) * hl

/-- Detailed balance of multilevel bisection: if two paths have the same coarsest weight, the
`n`-level move between them is balanced with respect to the finest weight. -/
theorem detailed_balance {w : ℕ → X → ℝ} {T : ℕ → X → X → ℝ}
    (hw : ∀ k s, 0 < w k s) (hT : ∀ k s s', 0 < T k s s') (n : ℕ) {s s' : X}
    (h0 : w 0 s = w 0 s') :
    w n s * ∏ k ∈ range n, T k s s' * levelAcceptance w T k s s' =
      w n s' * ∏ k ∈ range n, T k s' s * levelAcceptance w T k s' s := by
  have h := telescoped_balance hw hT n s s'
  unfold moveProbability at h
  rw [h0] at h
  apply mul_left_cancel₀ (hw 0 s').ne'
  linear_combination h

/-- Conversely, if the `n`-level move between two paths is balanced with respect to the finest
weight, the two paths have the same coarsest weight. -/
theorem coarsest_weight_eq_of_balance {w : ℕ → X → ℝ} {T : ℕ → X → X → ℝ}
    (hw : ∀ k s, 0 < w k s) (hT : ∀ k s s', 0 < T k s s') (n : ℕ) {s s' : X}
    (hbal : w n s * moveProbability w T n s s' = w n s' * moveProbability w T n s' s) :
    w 0 s = w 0 s' := by
  have hpos : 0 < moveProbability w T n s' s := by
    unfold moveProbability levelAcceptance
    refine prod_pos fun k _ => mul_pos (hT k s' s) (lt_min one_pos ?_)
    exact div_pos (mul_pos (mul_pos (hT k s s') (hw (k + 1) s)) (hw k s'))
      (mul_pos (mul_pos (hT k s' s) (hw (k + 1) s')) (hw k s))
  have h := telescoped_balance hw hT n s s'
  apply mul_left_cancel₀ (mul_pos (hw n s') hpos).ne'
  linear_combination w 0 s' * hbal - h

/-- The transition probabilities out of any path, rejection included, sum to one. -/
theorem kernel_sum [Fintype X] [DecidableEq X] (w : ℕ → X → ℝ) (T : ℕ → X → X → ℝ)
    (n : ℕ) (s : X) : ∑ s', kernel w T n s s' = 1 := by
  have h : ∑ u ∈ univ.erase s, kernel w T n s u =
      ∑ u ∈ univ.erase s, moveProbability w T n s u := by
    refine sum_congr rfl fun u hu => ?_
    unfold kernel
    rw [if_neg (ne_of_mem_erase hu)]
  rw [← add_sum_erase univ _ (mem_univ s), h]
  unfold kernel
  rw [if_pos rfl]
  ring

/-- If the total probability of proposing a path from `s` is at most one, all transition
probabilities out of `s` are nonnegative. -/
theorem kernel_nonneg [Fintype X] [DecidableEq X] {w : ℕ → X → ℝ} {T : ℕ → X → X → ℝ}
    (hw : ∀ k s, 0 < w k s) (hT : ∀ k s s', 0 < T k s s') (n : ℕ) (s s' : X)
    (hsum : ∑ u, ∏ k ∈ range n, T k s u ≤ 1) : 0 ≤ kernel w T n s s' := by
  have hA : ∀ k u, 0 ≤ levelAcceptance w T k s u := fun k u =>
    le_min zero_le_one (div_pos (mul_pos (mul_pos (hT k u s) (hw (k + 1) u)) (hw k s))
      (mul_pos (mul_pos (hT k s u) (hw (k + 1) s)) (hw k u))).le
  have hM : ∀ u, 0 ≤ moveProbability w T n s u := fun u =>
    prod_nonneg fun k _ => mul_nonneg (hT k s u).le (hA k u)
  -- accepting can only lower the probability of a proposal
  have hle : ∀ u, moveProbability w T n s u ≤ ∏ k ∈ range n, T k s u := fun u =>
    prod_le_prod (fun k _ => mul_nonneg (hT k s u).le (hA k u))
      (fun k _ => mul_le_of_le_one_right (hT k s u).le (min_le_left _ _))
  have h1 : ∑ u ∈ univ.erase s, moveProbability w T n s u ≤ ∑ u, moveProbability w T n s u :=
    sum_le_sum_of_subset_of_nonneg (erase_subset _ _) fun u _ _ => hM u
  have h2 : ∑ u, moveProbability w T n s u ≤ ∑ u, ∏ k ∈ range n, T k s u :=
    sum_le_sum fun u _ => hle u
  unfold kernel
  split_ifs
  · linarith
  · exact hM s'

/-- On a finite set of paths with a common coarsest weight, the finest weight is stationary under
the multilevel move. -/
theorem finest_weight_stationary [Fintype X] [DecidableEq X]
    {w : ℕ → X → ℝ} {T : ℕ → X → X → ℝ}
    (hw : ∀ k s, 0 < w k s) (hT : ∀ k s s', 0 < T k s s')
    (h0 : ∀ s s', w 0 s = w 0 s') (n : ℕ) (s' : X) :
    ∑ s, w n s * kernel w T n s s' = w n s' := by
  have h : ∀ s, w n s * kernel w T n s s' = w n s' * kernel w T n s' s := by
    intro s
    by_cases hs : s' = s
    · rw [hs]
    · unfold kernel
      rw [if_neg hs, if_neg (Ne.symm hs)]
      exact detailed_balance hw hT n (h0 s s')
  rw [sum_congr rfl fun s _ => h s, ← mul_sum, kernel_sum, mul_one]

/-- For heat-bath proposals, proportional to the ratio of new to old level weight with local
normalisation `Z`, the acceptance depends only on the ratio of the two normalisations. -/
theorem heatBath_acceptance {w : ℕ → X → ℝ} {T : ℕ → X → X → ℝ} {Z : X → ℝ}
    (hw : ∀ k s, 0 < w k s) (hZ : ∀ s, 0 < Z s) (k : ℕ)
    (hT : ∀ a b, T k a b = w (k + 1) b / (Z b * w k b)) (s s' : X) :
    levelAcceptance w T k s s' = min 1 (Z s' / Z s) := by
  have h1 := (hw k s).ne'
  have h2 := (hw k s').ne'
  have h3 := (hw (k + 1) s).ne'
  have h4 := (hw (k + 1) s').ne'
  have h5 := (hZ s).ne'
  have h6 := (hZ s').ne'
  unfold levelAcceptance
  rw [hT s' s, hT s s']
  congr 1
  field_simp

end

end MultilevelBisection
```

```lean
#print axioms MultilevelBisection.detailed_balance
#print axioms MultilevelBisection.kernel_nonneg
#print axioms MultilevelBisection.finest_weight_stationary
#print axioms MultilevelBisection.heatBath_acceptance
```

```
'MultilevelBisection.detailed_balance' depends on axioms: [propext, Classical.choice, Quot.sound]
'MultilevelBisection.kernel_nonneg' depends on axioms: [propext, Classical.choice, Quot.sound]
'MultilevelBisection.finest_weight_stationary' depends on axioms: [propext, Classical.choice, Quot.sound]
'MultilevelBisection.heatBath_acceptance' depends on axioms: [propext, Classical.choice, Quot.sound]
```

## How the theorems map to the move, and their limits

`w k s`, `T k s s'` and `moveProbability w T n s s'` are $w_k(s)$, $T_k(s,s')$ and $M_n(s,s')$. The hypotheses `hw` and `hT` state positivity, and `h0` states equal coarsest weights.

`metropolis_flux` proves $a\min(1,b/a)=\min(a,b)$. `level_balance` uses it in both directions and joins the results by `min_comm`. In `telescoped_balance`, `linear_combination` multiplies the induction hypothesis by the level balance, and `mul_left_cancel₀` removes the weights of level $n$. The same lemma cancels $w_0(s')$ in `detailed_balance` and $w_n(s')M_n(s',s)$ in `coarsest_weight_eq_of_balance`. `kernel_sum` and `detailed_balance` give `finest_weight_stationary`.

Positivity is required for all levels and pairs, so $X$ should contain only paths that the move can connect, with the beads outside the bisected segment held fixed. Zero weights, as from hard cores, are excluded. Detailed balance is pointwise and allows any $X$, with $T_k$ read as densities for continuous coordinates; the kernel theorems require finite $X$. In `heatBath_acceptance`, `Z` is any positive function, and that it normalises the proposal is not assumed.

The weights are abstract: the file neither derives them from a Hamiltonian nor models the order in which beads are generated. Ergodicity and convergence rates are not addressed.
